# Galerkin residuals of a linear system and its shifted system are collinear

A multi-shift solver of Galerkin type runs one Krylov sequence for $Ax=r$ and, at each step, gets the residual of the shifted system $(A+s)y=r$ by multiplying the residual it already has by a number. No further product with $A$ is needed for that residual. The step is legitimate if the two residuals are parallel, and the theorem below shows that they are when both satisfy the Galerkin condition at the same $k$ and both iterations start from zero, so that $r$ is common to them.

Such families of systems occur when the resolvent of a Hamiltonian is applied to one vector at several energies; the result covers this for a fixed linear operator defined on the whole space and in exact arithmetic.

## Residuals as polynomials in the operator

After $k$ steps the approximate solution is $x=u(A)r$ with $\deg u<k$. Its residual is
$$f=r-Ax=p(A)r,\qquad p(X)=1-X\,u(X),$$
so $\deg p\le k$ and $p(0)=1$. In the same way the shifted system has the residual $h=q(A+s)r$ with $\deg q\le k$ and $q(0)=1$. The condition $p(0)=q(0)=1$ thus records that these vectors are residuals of linear systems with right-hand side $r$.

The scalars `𝕜` are real or complex, and `E` is an inner product space over them, of any dimension. A real matrix with a real shift is the case `𝕜 = ℝ`; a complex shift requires a complex space.

```lean
import Mathlib

open Polynomial

namespace MultiShiftKrylov

noncomputable section

variable {𝕜 E : Type*} [RCLike 𝕜] [NormedAddCommGroup E] [InnerProductSpace 𝕜 E]
```

The operator is an element of `Module.End 𝕜 E`, a linear map from `E` to itself, with no assumption of symmetry. The vector $p(A)r$ is written with Mathlib's `aeval A p`, which substitutes $A$ for the variable of $p$.

```lean
/-- The vector `p(A) r` generated from the starting residual `r` by the polynomial `p`. -/
def residual (A : Module.End 𝕜 E) (r : E) (p : 𝕜[X]) : E := aeval A p r
```

The Galerkin condition at step $k$ is
$$\langle A^j r,f\rangle=0\qquad(0\le j<k).$$
For $k=0$ it is empty, and both normalised residuals are then $r$ itself.

```lean
/-- The Galerkin condition: `f` is orthogonal to `r, A r, ..., A^(k-1) r`. -/
def KrylovOrthogonal (A : Module.End 𝕜 E) (r : E) (k : ℕ) (f : E) : Prop :=
  ∀ j < k, inner 𝕜 ((A ^ j) r) f = 0
```

## Orthogonality to the whole Krylov space

Let $g(X)=\sum_{j<k}g_jX^j$. The inner product is conjugate-linear in its first argument, so
$$\langle g(A)r,f\rangle=\sum_{j<k}\overline{g_j}\,\langle A^jr,f\rangle=0 .$$
The code treats $g=0$ separately, then expands `aeval` as this sum and removes it term by term.

```lean
variable {A : Module.End 𝕜 E} {r f : E} {k : ℕ}

/-- A vector satisfying the Galerkin condition is orthogonal to `g(A) r` for every
polynomial `g` of degree below `k`. -/
theorem inner_residual_eq_zero (hf : KrylovOrthogonal A r k f) {g : 𝕜[X]}
    (hg : g.degree < k) : inner 𝕜 (residual A r g) f = 0 := by
  by_cases h0 : g = 0
  · simp [residual, h0]
  · have hn : g.natDegree < k := (natDegree_lt_iff_degree_lt h0).2 hg
    unfold residual
    rw [aeval_eq_sum_range' hn, LinearMap.sum_apply, sum_inner]
    refine Finset.sum_eq_zero fun j hj => ?_
    rw [LinearMap.smul_apply, inner_smul_left, hf j (Finset.mem_range.1 hj), mul_zero]
```

## The shift leaves the Galerkin condition unchanged

A solver for the shifted system would impose orthogonality to $(A+s)^jr$, not to $A^jr$. The two requirements agree. The vector $(A+s)^jr$ is $g(A)r$ with $g(X)=(X+s)^j$, whose degree is $j<k$, so the preceding step gives one direction. Shifting $A+s$ by $-s$ gives the other. The auxiliary claim `aux` is therefore stated for an arbitrary operator and shift, and is used twice.

```lean
/-- The Galerkin conditions of the operators `A + s` and `A` are the same. -/
theorem krylovOrthogonal_shift_iff (s : 𝕜) :
    KrylovOrthogonal (A + s • (1 : Module.End 𝕜 E)) r k f ↔ KrylovOrthogonal A r k f := by
  have aux : ∀ (B : Module.End 𝕜 E) (t : 𝕜), KrylovOrthogonal B r k f →
      KrylovOrthogonal (B + t • (1 : Module.End 𝕜 E)) r k f := by
    intro B t h j hj
    have hdeg : ((X + C t : 𝕜[X]) ^ j).degree < k := by
      rw [degree_pow, degree_X_add_C, nsmul_one]
      exact_mod_cast hj
    have h1 := inner_residual_eq_zero h hdeg
    simpa only [residual, map_pow, map_add, aeval_X, aeval_C,
      Algebra.algebraMap_eq_smul_one] using h1
  refine ⟨fun h => ?_, aux A s⟩
  -- shifting back by `-s` recovers `A`
  have h1 := aux _ (-s) h
  rwa [neg_smul, add_neg_cancel_right] at h1
```

## When a Galerkin residual must vanish

Suppose that $f=p(A)r$ satisfies the Galerkin condition and $\deg p<k$. Then $f$ lies in the space to which it is orthogonal. Taking $g=p$ above gives $\langle f,f\rangle=0$, hence $f=0$.

```lean
/-- A vector `p(A) r` with `deg p < k` that satisfies the Galerkin condition vanishes. -/
theorem residual_eq_zero_of_degree_lt {p : 𝕜[X]} (hp : p.degree < k)
    (ho : KrylovOrthogonal A r k (residual A r p)) : residual A r p = 0 :=
  inner_self_eq_zero.1 (inner_residual_eq_zero ho hp)
```

The same conclusion holds if the Krylov sequence has stopped producing new directions. Let $d\ne0$ have degree at most $k$, with $d(A)r=0$. Division with remainder gives $p=v\,d+\rho$ with $\deg\rho<\deg d\le k$, and so
$$p(A)r=v(A)\,d(A)r+\rho(A)r=\rho(A)r .$$
The residual is thus also given by a polynomial of degree below $k$, and it vanishes by the previous step. In the code the remainder $\rho$ is `p % d`.

```lean
/-- If a nonzero polynomial of degree at most `k` in `A` annihilates `r`, then every vector
`p(A) r` that satisfies the Galerkin condition vanishes. -/
theorem residual_eq_zero_of_annihilator {d p : 𝕜[X]} (hd : d ≠ 0) (hdk : d.degree ≤ k)
    (h0 : residual A r d = 0) (ho : KrylovOrthogonal A r k (residual A r p)) :
    residual A r p = 0 := by
  -- the remainder of `p` on division by `d` gives the same vector
  have e : residual A r p = residual A r (p % d) := by
    unfold residual at h0 ⊢
    conv_lhs => rw [← EuclideanDomain.div_add_mod p d, mul_comm d]
    rw [map_add, map_mul, LinearMap.add_apply, Module.End.mul_apply, h0, map_zero, zero_add]
  rw [e] at ho ⊢
  exact residual_eq_zero_of_degree_lt ((degree_mod_lt p hd).trans_le hdk) ho
```

## Cancelling the leading coefficients

Now take two vectors $p(A)r$ and $Q(A)r$ that both satisfy the Galerkin condition, with $\deg p,\deg Q\le k$ and $Q(x)=1$ for some scalar $x$, which here is a point of evaluation and not the approximate solution. The claim is
$$p(A)r=p(x)\,Q(A)r .$$

Write $p_k$ and $Q_k$ for the coefficients of $X^k$, either of which may be zero, and set
$$D=Q_k\,p-p_k\,Q .$$
The coefficient of $X^k$ in $D$ is $Q_kp_k-p_kQ_k=0$, so $\deg D<k$. The vector
$$D(A)r=Q_k\,p(A)r-p_k\,Q(A)r$$
is a combination of two vectors that satisfy the Galerkin condition, so it satisfies the condition too. Since its degree is below $k$, it is zero. Two cases remain.

- If $D\ne0$, then $D$ is a nonzero polynomial of degree below $k$ that annihilates $r$. Both residuals vanish, and the claim reads $0=0$.
- If $D=0$, evaluation at $x$ gives $Q_k\,p(x)=p_k$. When $Q_k\neq0$, the relation $D(A)r=0$ becomes $Q_k\,p(A)r=Q_k\,p(x)\,Q(A)r$, and $Q_k$ cancels. When $Q_k=0$, also $p_k=0$, so both polynomials have degree below $k$ and both vectors vanish.

In the code, `hdeg` is the degree bound, `hzero` is $D(A)r=0$, and `hev` is the evaluation at $x$. The local fact `low` says that a polynomial of degree at most $k$ without an $X^k$ term has degree below $k$.

```lean
/-- Two vectors `p(A) r` and `Q(A) r` of degree at most `k` that satisfy the Galerkin condition
are related by the factor `p(x)`, for any point `x` at which `Q(x) = 1`. -/
theorem residual_eq_eval_smul {p Q : 𝕜[X]} (hp : p.natDegree ≤ k) (hQ : Q.natDegree ≤ k)
    (op : KrylovOrthogonal A r k (residual A r p))
    (oQ : KrylovOrthogonal A r k (residual A r Q)) {x : 𝕜} (hx : Q.eval x = 1) :
    residual A r p = p.eval x • residual A r Q := by
  have low : ∀ g : 𝕜[X], g.natDegree ≤ k → g.coeff k = 0 → g.degree < k := by
    intro g hg h0
    refine (degree_lt_iff_coeff_zero _ _).2 fun m hm => ?_
    rcases Nat.eq_or_lt_of_le hm with h | h
    · rw [← h, h0]
    · exact coeff_eq_zero_of_natDegree_lt (hg.trans_lt h)
  -- cancel the leading coefficients
  obtain ⟨D, hD⟩ : ∃ D : 𝕜[X], D = Q.coeff k • p - p.coeff k • Q := ⟨_, rfl⟩
  have hdeg : D.degree < k := by
    refine (degree_lt_iff_coeff_zero _ _).2 fun m hm => ?_
    rw [hD, coeff_sub, coeff_smul, coeff_smul, smul_eq_mul, smul_eq_mul]
    rcases Nat.eq_or_lt_of_le hm with h | h
    · rw [← h]; ring
    · rw [coeff_eq_zero_of_natDegree_lt (hp.trans_lt h),
        coeff_eq_zero_of_natDegree_lt (hQ.trans_lt h)]
      ring
  have hres : residual A r D
      = Q.coeff k • residual A r p - p.coeff k • residual A r Q := by
    simp only [hD, residual, map_sub, map_smul, LinearMap.sub_apply, LinearMap.smul_apply]
  have hzero : residual A r D = 0 := by
    refine residual_eq_zero_of_degree_lt hdeg fun j hj => ?_
    rw [hres, inner_sub_right, inner_smul_right, inner_smul_right, op j hj, oQ j hj]
    simp
  by_cases hD0 : D = 0
  · -- evaluation of `D = 0` at `x` relates the coefficients of `X^k`
    have hev : Q.coeff k * p.eval x = p.coeff k := by
      have h := congrArg (eval x) (hD.symm.trans hD0)
      simp only [eval_sub, eval_smul, smul_eq_mul, hx, eval_zero, mul_one] at h
      exact sub_eq_zero.1 h
    by_cases hb : Q.coeff k = 0
    · have ha : p.coeff k = 0 := by rw [← hev, hb, zero_mul]
      rw [residual_eq_zero_of_degree_lt (low p hp ha) op,
        residual_eq_zero_of_degree_lt (low Q hQ hb) oQ, smul_zero]
    · apply smul_right_injective E hb
      change Q.coeff k • residual A r p = Q.coeff k • (p.eval x • residual A r Q)
      rw [smul_smul, hev]
      exact sub_eq_zero.1 (hres.symm.trans hzero)
  · -- the Krylov space is exhausted and both vectors vanish
    rw [residual_eq_zero_of_annihilator hD0 hdeg.le hzero op,
      residual_eq_zero_of_annihilator hD0 hdeg.le hzero oQ, smul_zero]
```

## Translating the polynomial instead of the operator

To compare $f$ with $h$, both must be polynomials in the same operator. With $Q(X)=q(X+s)$,
$$h=q(A+s)r=Q(A)r .$$

The proof turns on `aeval` here. For fixed $A$, the map `aeval A` is a homomorphism of algebras from polynomials to operators: it takes sums to sums and products to compositions of operators. That is what carried the division $p=v\,d+\rho$ over to vectors. The lemma `aeval_comp` adds that substituting $A$ into a composite polynomial $q\circ g$ is the same as substituting $g(A)$ into $q$. With $g(X)=X+s$, this is the translation needed, and no binomial expansion of $(A+s)^j$ enters.

```lean
/-- A polynomial in the shifted operator `A + s` is the translated polynomial in `A`. -/
theorem residual_shift (s : 𝕜) (q : 𝕜[X]) :
    residual (A + s • (1 : Module.End 𝕜 E)) r q = residual A r (q.comp (X + C s)) := by
  unfold residual
  rw [aeval_comp, map_add, aeval_X, aeval_C, Algebra.algebraMap_eq_smul_one]
```

## The two collinearity factors

Translation preserves the degree, so $\deg Q\le k$. The comparison of the two vectors is now applied twice.

1. Since $Q(-s)=q(0)=1$, the choice $x=-s$ gives $f=p(-s)\,h$.
2. With the roles exchanged and $p(0)=1$, the choice $x=0$ gives $h=Q(0)\,f=q(s)\,f$.

In the theorem, `hp` and `hq` are the degree bounds, `hp0` and `hq0` the normalisations, and `of` and `oh` the Galerkin conditions. Both conditions are stated with the Krylov vectors of $A$; `krylovOrthogonal_shift_iff` converts a condition stated with those of $A+s$.

```lean
/-- Collinearity of multi-shift residuals: the Galerkin residuals `f = p(A) r` and
`h = q(A + s) r` satisfy `f = p(-s) h` and `h = q(s) f`. -/
theorem multishift_collinear (s : 𝕜) {p q : 𝕜[X]} (hp : p.natDegree ≤ k)
    (hq : q.natDegree ≤ k) (hp0 : p.eval 0 = 1) (hq0 : q.eval 0 = 1)
    (of : KrylovOrthogonal A r k (residual A r p))
    (oh : KrylovOrthogonal A r k (residual (A + s • (1 : Module.End 𝕜 E)) r q)) :
    residual A r p = p.eval (-s) • residual (A + s • (1 : Module.End 𝕜 E)) r q ∧
    residual (A + s • (1 : Module.End 𝕜 E)) r q = q.eval s • residual A r p := by
  rw [residual_shift] at oh ⊢
  have hQ : (q.comp (X + C s)).natDegree ≤ k := by
    rw [natDegree_comp, natDegree_X_add_C, mul_one]
    exact hq
  constructor
  · refine residual_eq_eval_smul hp hQ of oh ?_
    rw [eval_comp, eval_add, eval_X, eval_C, neg_add_cancel, hq0]
  · have h2 := residual_eq_eval_smul hQ hp oh of hp0
    rwa [eval_comp, eval_add, eval_X, eval_C, zero_add] at h2
```

The existence of the two Galerkin residuals is assumed here, not derived: for a general operator, a Galerkin step can fail to have a solution. The orthogonality is also specific. Residuals chosen to have minimal norm do not in general satisfy it, and the theorem then does not apply to them.

The statement could also have been modelled with the approximate solutions, taking $x$ and $y$ in the Krylov subspace and writing $f=r-Ax$ and $h=r-(A+s)y$. This is closer to a program, which stores vectors. The polynomials would then have to be extracted from the subspace membership, and where the residuals vanish, different polynomials can represent the same vector, so the factors would not be fixed by the vectors alone. With polynomials as the data, $p(-s)$ and $q(s)$ are definite numbers from the start.

## Linear dependence and reciprocal factors

The relation $1\cdot f-p(-s)\,h=0$ has a nonzero coefficient, so $f$ and $h$ are linearly dependent. This includes the case in which both are zero. Inserting one collinearity relation into the other gives
$$f=p(-s)\,h=p(-s)\,q(s)\,f ,$$
and if $f\neq0$, then $p(-s)\,q(s)=1$. As long as the original system has not converged, a solver that knows $p(-s)$ therefore has the scaling factor $q(s)=1/p(-s)$, provided that the shifted Galerkin residual exists. If $p(-s)=0$ while $f\neq0$, it does not exist at this step.

In Lean, dependence is the negation of `LinearIndependent` for the ordered pair `![f, h]`, with the two residuals written out.

```lean
/-- The Galerkin residuals of the original and the shifted system are linearly dependent, and
if the first is nonzero, the factors `p(-s)` and `q(s)` are reciprocal. -/
theorem multishift_dependent (s : 𝕜) {p q : 𝕜[X]} (hp : p.natDegree ≤ k)
    (hq : q.natDegree ≤ k) (hp0 : p.eval 0 = 1) (hq0 : q.eval 0 = 1)
    (of : KrylovOrthogonal A r k (residual A r p))
    (oh : KrylovOrthogonal A r k (residual (A + s • (1 : Module.End 𝕜 E)) r q)) :
    ¬ LinearIndependent 𝕜
      ![residual A r p, residual (A + s • (1 : Module.End 𝕜 E)) r q] ∧
    (residual A r p ≠ 0 → p.eval (-s) * q.eval s = 1) := by
  obtain ⟨h1, h2⟩ := multishift_collinear s hp hq hp0 hq0 of oh
  constructor
  · intro hli
    have h := (LinearIndependent.pair_iff.1 hli 1 (-(p.eval (-s)))
      (by rw [one_smul, neg_smul, ← h1, add_neg_cancel])).1
    exact one_ne_zero h
  · intro hne
    have h : (p.eval (-s) * q.eval s - 1) • residual A r p = 0 := by
      rw [sub_smul, mul_smul, ← h2, ← h1, one_smul, sub_self]
    exact sub_eq_zero.1 ((smul_eq_zero.1 h).resolve_right hne)
```

## A rotation in the plane with nonzero residuals

A small example shows that the assumptions can be met without the residuals vanishing. Regard $\mathbb C$ as a real plane with inner product $\langle z,w\rangle=\operatorname{Re}(\bar z w)$, and let $A$ be multiplication by $1+i$, a rotation by $45^\circ$ combined with a stretch by $\sqrt2$. This operator is not symmetric. Take $r=1$, $s=1$, $k=1$, $p(X)=1-X$ and $q(X)=1-X/2$. Then
$$f=1-(1+i)=-i,\qquad h=1-\tfrac12(2+i)=-\tfrac{i}{2}.$$
Both are orthogonal to $r=1$. The factors are $p(-1)=2$ and $q(1)=\tfrac12$, in agreement with $f=2h$.

The theorem `multishift_witness` checks the degrees, the normalisations, the two residuals and their orthogonality. For $k=1$ the only index in the Galerkin condition is $j=0$, which `omega` finds before the inner product is computed.

```lean
/-- On the real plane `ℂ`, with `A` multiplication by `1 + i`, `r = 1`, `s = 1` and `k = 1`, the
polynomials `1 - X` and `1 - X/2` give the Galerkin residuals `-i` and `-i/2`. -/
theorem multishift_witness :
    let A : Module.End ℝ ℂ := LinearMap.mulLeft ℝ (1 + Complex.I)
    let p : ℝ[X] := 1 - X
    let q : ℝ[X] := 1 - C (1 / 2) * X
    (p.natDegree ≤ 1 ∧ q.natDegree ≤ 1 ∧ p.eval 0 = 1 ∧ q.eval 0 = 1) ∧
    residual A 1 p = -Complex.I ∧
    residual (A + (1 : ℝ) • (1 : Module.End ℝ ℂ)) 1 q = -Complex.I / 2 ∧
    KrylovOrthogonal A 1 1 (-Complex.I) ∧ KrylovOrthogonal A 1 1 (-Complex.I / 2) := by
  intro A p q
  refine ⟨⟨?_, ?_, ?_, ?_⟩, ?_, ?_, ?_, ?_⟩
  · show (1 - X : ℝ[X]).natDegree ≤ 1
    compute_degree
  · show (1 - C (1 / 2) * X : ℝ[X]).natDegree ≤ 1
    compute_degree
  · simp [p]
  · simp [q]
  · simp only [residual, A, p, map_sub, map_one, aeval_X, LinearMap.sub_apply,
      Module.End.one_apply, LinearMap.mulLeft_apply, mul_one]
    ring
  · simp only [residual, A, q, map_sub, map_one, map_mul, aeval_X, aeval_C,
      Algebra.algebraMap_eq_smul_one, smul_mul_assoc, one_mul, LinearMap.sub_apply,
      LinearMap.smul_apply, LinearMap.add_apply, Module.End.one_apply,
      LinearMap.mulLeft_apply, mul_one, one_smul, Complex.real_smul]
    push_cast
    ring
  · intro j hj
    obtain rfl : j = 0 := by omega
    simp [Complex.inner]
  · intro j hj
    obtain rfl : j = 0 := by omega
    simp [Complex.inner]

end

end MultiShiftKrylov
```

```lean
#print axioms MultiShiftKrylov.krylovOrthogonal_shift_iff
#print axioms MultiShiftKrylov.multishift_dependent
```

```
'MultiShiftKrylov.krylovOrthogonal_shift_iff' depends on axioms: [propext, Classical.choice, Quot.sound]
'MultiShiftKrylov.multishift_dependent' depends on axioms: [propext, Classical.choice, Quot.sound]
```
